# Symmetric multisecant update: the least Frobenius change of a Hessian estimate

Let the columns of $S$ be linearly independent steps on an energy surface, those of $Y$ the gradient changes along them, and $B$ a symmetric estimate of the Hessian. If $S^TY$ is symmetric, then exactly one symmetric matrix mapping $S$ to $Y$ is closest to $B$ in the Frobenius norm, and it has the closed form `multisecantUpdate B S Y`.

```lean
import Mathlib

open Matrix

namespace SymmetricMultisecant

noncomputable section

variable {n m : Type*} [Fintype n] [Fintype m] [DecidableEq m]

/-- The matrix `T = (SᵀS)⁻¹Sᵀ`, where the columns of `S` are the steps. It is a left inverse of `S`
when `SᵀS` is invertible. -/
def stepInv (S : Matrix n m ℝ) : Matrix m n ℝ := (Sᵀ * S)⁻¹ * Sᵀ

/-- The symmetric multisecant update of a Hessian estimate `B` from steps `S` and gradient changes
`Y`, for `SᵀS` invertible: `B + RT + TᵀRᵀ - TᵀSᵀRT` with `R = Y - BS` and `T = stepInv S`. -/
def multisecantUpdate (B : Matrix n n ℝ) (S Y : Matrix n m ℝ) : Matrix n n ℝ :=
  B + (Y - B * S) * stepInv S + (stepInv S)ᵀ * (Y - B * S)ᵀ
    - (stepInv S)ᵀ * Sᵀ * (Y - B * S) * stepInv S

/-- The squared Frobenius norm, the sum of the squares of all entries. -/
def frobSq (A : Matrix n n ℝ) : ℝ := ∑ i, ∑ j, A i j ^ 2

/-- If `SᵀS` is invertible, then `T = (SᵀS)⁻¹Sᵀ` satisfies `TS = 1`. -/
theorem stepInv_mul {S : Matrix n m ℝ} (hS : IsUnit (Sᵀ * S).det) :
    stepInv S * S = 1 := by
  rw [stepInv, Matrix.mul_assoc, Matrix.nonsing_inv_mul _ hS]

omit [Fintype m] [DecidableEq m] in
/-- For symmetric `B` and symmetric `SᵀY`, the residual `R = Y - BS` satisfies
`RᵀS = SᵀR`. -/
theorem residual_symm {B : Matrix n n ℝ} {S Y : Matrix n m ℝ}
    (hB : B.IsSymm) (hSY : (Sᵀ * Y).IsSymm) :
    (Y - B * S)ᵀ * S = Sᵀ * (Y - B * S) := by
  have h := hSY.eq
  rw [Matrix.transpose_mul, Matrix.transpose_transpose] at h
  rw [Matrix.transpose_sub, Matrix.transpose_mul, hB.eq, Matrix.sub_mul, Matrix.mul_sub, h,
    Matrix.mul_assoc]

/-- For symmetric `B`, invertible `SᵀS` and symmetric `SᵀY`, the updated Hessian is symmetric
and reproduces all the gradient changes: it maps `S` to `Y`. -/
theorem update_symm_secant {B : Matrix n n ℝ} {S Y : Matrix n m ℝ}
    (hB : B.IsSymm) (hS : IsUnit (Sᵀ * S).det) (hSY : (Sᵀ * Y).IsSymm) :
    (multisecantUpdate B S Y).IsSymm ∧ multisecantUpdate B S Y * S = Y := by
  have hR := residual_symm hB hSY
  have hT := stepInv_mul hS
  unfold multisecantUpdate
  obtain ⟨R, hRdef⟩ : ∃ R, R = Y - B * S := ⟨_, rfl⟩
  rw [← hRdef] at hR ⊢
  generalize stepInv S = T at hT ⊢
  constructor
  · -- the two middle terms are exchanged, the last one is symmetric
    have h2 : (R * T)ᵀ = Tᵀ * Rᵀ := Matrix.transpose_mul _ _
    have h3 : (Tᵀ * Rᵀ)ᵀ = R * T := by
      rw [Matrix.transpose_mul, Matrix.transpose_transpose, Matrix.transpose_transpose]
    have h4 : (Tᵀ * Sᵀ * R * T)ᵀ = Tᵀ * Sᵀ * R * T := by
      calc (Tᵀ * Sᵀ * R * T)ᵀ = Tᵀ * (Rᵀ * S) * T := by
            simp only [Matrix.transpose_mul, Matrix.transpose_transpose, Matrix.mul_assoc]
        _ = Tᵀ * Sᵀ * R * T := by
            rw [hR]
            simp only [Matrix.mul_assoc]
    unfold Matrix.IsSymm
    rw [Matrix.transpose_sub, Matrix.transpose_add, Matrix.transpose_add, h4, h3, h2, hB.eq]
    abel
  · -- the two correction terms cancel on the steps
    simp only [Matrix.sub_mul, Matrix.add_mul, Matrix.mul_assoc, hT, hR, Matrix.mul_one]
    rw [hRdef]
    abel

/-- The change made by the update is Frobenius-orthogonal to every symmetric matrix `D` that
vanishes on the steps. -/
theorem change_orthogonal (B : Matrix n n ℝ) {S : Matrix n m ℝ} (Y : Matrix n m ℝ)
    {D : Matrix n n ℝ} (hD : D.IsSymm) (hDS : D * S = 0) :
    Matrix.trace ((multisecantUpdate B S Y - B) * Dᵀ) = 0 := by
  have hSD : Sᵀ * D = 0 := by
    have h := congrArg Matrix.transpose hDS
    rwa [Matrix.transpose_mul, hD.eq, Matrix.transpose_zero] at h
  have hTD : stepInv S * D = 0 := by
    rw [stepInv, Matrix.mul_assoc, hSD, Matrix.mul_zero]
  have hDT : D * (stepInv S)ᵀ = 0 := by
    have h := congrArg Matrix.transpose hTD
    rwa [Matrix.transpose_mul, hD.eq, Matrix.transpose_zero] at h
  rw [hD.eq]
  unfold multisecantUpdate
  generalize Y - B * S = R
  -- only one term survives the product, and the cyclic trace removes it
  have e : (B + R * stepInv S + (stepInv S)ᵀ * Rᵀ - (stepInv S)ᵀ * Sᵀ * R * stepInv S - B) * D
      = (stepInv S)ᵀ * (Rᵀ * D) := by
    simp only [Matrix.sub_mul, Matrix.add_mul, Matrix.mul_assoc, hTD, Matrix.mul_zero]
    abel
  rw [e, Matrix.trace_mul_comm, Matrix.mul_assoc, hDT, Matrix.mul_zero, Matrix.trace_zero]

/-- Let `B` and `SᵀY` be symmetric and `SᵀS` invertible. For every symmetric `C` with `CS = Y`,
the squared distance from `B` to `C` is the sum of those from `B` to the update and from the
update to `C`. -/
theorem frobSq_pythagoras {B C : Matrix n n ℝ} {S Y : Matrix n m ℝ}
    (hB : B.IsSymm) (hS : IsUnit (Sᵀ * S).det) (hSY : (Sᵀ * Y).IsSymm)
    (hC : C.IsSymm) (hCS : C * S = Y) :
    frobSq (C - B) = frobSq (multisecantUpdate B S Y - B)
      + frobSq (C - multisecantUpdate B S Y) := by
  obtain ⟨hU, hUS⟩ := update_symm_secant hB hS hSY
  have hcross := change_orthogonal B Y (hC.sub hU)
    (by rw [Matrix.sub_mul, hCS, hUS, sub_self])
  generalize multisecantUpdate B S Y = U at hcross ⊢
  -- expansion of the square of a sum
  have hadd : ∀ E D : Matrix n n ℝ,
      frobSq (E + D) = frobSq E + frobSq D + 2 * Matrix.trace (E * Dᵀ) := by
    intro E D
    simp only [frobSq, Matrix.trace, Matrix.diag_apply, Matrix.mul_apply,
      Matrix.transpose_apply, Matrix.add_apply, Finset.mul_sum, ← Finset.sum_add_distrib]
    exact Finset.sum_congr rfl fun i _ => Finset.sum_congr rfl fun j _ => by ring
  have h := hadd (U - B) (C - U)
  rw [hcross, show U - B + (C - U) = C - B by abel] at h
  linarith

/-- Symmetric multisecant least change: for symmetric `B`, invertible `SᵀS` and symmetric `SᵀY`,
the update is the unique Frobenius-closest matrix to `B` among the symmetric matrices that
map `S` to `Y`. -/
theorem multisecant_least_change {B : Matrix n n ℝ} {S Y : Matrix n m ℝ}
    (hB : B.IsSymm) (hS : IsUnit (Sᵀ * S).det) (hSY : (Sᵀ * Y).IsSymm) :
    (multisecantUpdate B S Y).IsSymm ∧ multisecantUpdate B S Y * S = Y ∧
      ∀ C : Matrix n n ℝ, C.IsSymm → C * S = Y →
        frobSq (multisecantUpdate B S Y - B) ≤ frobSq (C - B) ∧
        (frobSq (C - B) = frobSq (multisecantUpdate B S Y - B) →
          C = multisecantUpdate B S Y) := by
  obtain ⟨hU, hUS⟩ := update_symm_secant hB hS hSY
  refine ⟨hU, hUS, fun C hC hCS => ?_⟩
  have hp := frobSq_pythagoras hB hS hSY hC hCS
  have hrow : ∀ i, 0 ≤ ∑ j, (C - multisecantUpdate B S Y) i j ^ 2 :=
    fun i => Finset.sum_nonneg fun j _ => sq_nonneg _
  have h0 : 0 ≤ frobSq (C - multisecantUpdate B S Y) :=
    Finset.sum_nonneg fun i _ => hrow i
  refine ⟨by linarith, fun heq => ?_⟩
  -- equal distances leave no room between `C` and the update
  have hz : ∑ i, ∑ j, (C - multisecantUpdate B S Y) i j ^ 2 = 0 := by
    change frobSq (C - multisecantUpdate B S Y) = 0
    linarith
  ext i j
  have hi := (Finset.sum_eq_zero_iff_of_nonneg fun i _ => hrow i).mp hz i (Finset.mem_univ i)
  have hij := (Finset.sum_eq_zero_iff_of_nonneg fun j _ => sq_nonneg _).mp hi j
    (Finset.mem_univ j)
  have hs := pow_eq_zero_iff (two_ne_zero) |>.mp hij
  rw [Matrix.sub_apply] at hs
  linarith

/-- On a quadratic energy surface with symmetric Hessian `A`, where `Y = AS`, the error left by the
update of a symmetric `B` is `(1 - ST)(A - B)(1 - ST)`, with `T = stepInv S`. -/
theorem hessian_error [DecidableEq n] {A B : Matrix n n ℝ} (S : Matrix n m ℝ)
    (hA : A.IsSymm) (hB : B.IsSymm) :
    A - multisecantUpdate B S (A * S)
      = (1 - S * stepInv S) * (A - B) * (1 - S * stepInv S) := by
  have hP : (stepInv S)ᵀ * Sᵀ = S * stepInv S := by
    simp only [stepInv, Matrix.transpose_mul, Matrix.transpose_nonsing_inv,
      Matrix.transpose_transpose, Matrix.mul_assoc]
  have hR : A * S - B * S = (A - B) * S := (Matrix.sub_mul _ _ _).symm
  have hE : (A - B)ᵀ = A - B := (hA.sub hB).eq
  have hlast : S * stepInv S * ((A - B) * S) * stepInv S
      = S * stepInv S * (A - B) * (S * stepInv S) := by
    simp only [Matrix.mul_assoc]
  unfold multisecantUpdate
  rw [hR, Matrix.transpose_mul, hE, ← Matrix.mul_assoc (stepInv S)ᵀ Sᵀ (A - B), hP, hlast,
    Matrix.mul_assoc (A - B) S (stepInv S)]
  generalize S * stepInv S = P
  noncomm_ring

/-- On a quadratic surface with symmetric Hessian `A`, as many independent steps as there are
coordinates recover `A` exactly from any symmetric starting estimate `B`. -/
theorem hessian_recovered [DecidableEq n] {A B S : Matrix n n ℝ}
    (hA : A.IsSymm) (hB : B.IsSymm) (hS : IsUnit (Sᵀ * S).det) :
    multisecantUpdate B S (A * S) = A := by
  have h := hessian_error S hA hB
  rw [mul_eq_one_comm.mp (stepInv_mul hS), sub_self, Matrix.zero_mul, Matrix.zero_mul] at h
  exact (sub_eq_zero.mp h).symm

/-- Two steps along the first two of three coordinates. -/
def twoSteps : Matrix (Fin 3) (Fin 2) ℝ := !![1, 0; 0, 1; 0, 0]

/-- Gradient changes assigned to the two steps. -/
def twoChanges : Matrix (Fin 3) (Fin 2) ℝ := !![2, 1; 1, 3; 1, 0]

/-- The matrices `twoSteps` and `twoChanges` meet the hypotheses on `S` and `Y`, and the update
of the unit matrix is the symmetric matrix shown. -/
theorem multisecant_witness :
    IsUnit (twoStepsᵀ * twoSteps).det ∧ (twoStepsᵀ * twoChanges).IsSymm ∧
      multisecantUpdate 1 twoSteps twoChanges = !![2, 1, 1; 1, 3, 0; 1, 0, 1] := by
  have hS : twoStepsᵀ * twoSteps = 1 := by
    ext i j
    fin_cases i <;> fin_cases j <;> simp [twoSteps, Matrix.mul_apply, Fin.sum_univ_succ]
  have hinv : (1 : Matrix (Fin 2) (Fin 2) ℝ)⁻¹ = 1 := Matrix.inv_eq_right_inv (one_mul 1)
  have hT : stepInv twoSteps = twoStepsᵀ := by
    rw [stepInv, hS, hinv, Matrix.one_mul]
  refine ⟨by rw [hS, Matrix.det_one]; exact isUnit_one, ?_, ?_⟩
  · refine Matrix.IsSymm.ext fun i j => ?_
    fin_cases i <;> fin_cases j <;>
      simp [twoSteps, twoChanges, Matrix.mul_apply, Fin.sum_univ_succ]
  · have hrow : ∀ k, twoSteps 2 k = 0 := by
      intro k
      fin_cases k <;> rfl
    rw [multisecantUpdate, hT, Matrix.one_mul]
    ext i j
    -- expand all products into sums of entries before inserting the numbers
    simp only [Matrix.sub_apply, Matrix.add_apply, Matrix.mul_apply, Matrix.transpose_apply,
      Fin.sum_univ_two, Fin.sum_univ_three, hrow, mul_zero, zero_mul, add_zero]
    fin_cases i <;> fin_cases j <;>
      norm_num [twoSteps, twoChanges, Matrix.one_apply]

end

end SymmetricMultisecant
```

```lean
#print axioms SymmetricMultisecant.multisecant_least_change
#print axioms SymmetricMultisecant.hessian_recovered
```

```
'SymmetricMultisecant.multisecant_least_change' depends on axioms: [propext, Classical.choice, Quot.sound]
'SymmetricMultisecant.hessian_recovered' depends on axioms: [propext, Classical.choice, Quot.sound]
```

## Steps, gradient changes and the closest Hessian

A geometry optimiser knows the gradient at the points it has visited, but seldom the full Hessian. Each step $s$ with gradient change $y$ suggests the secant condition $Cs=y$ on a new estimate $C$. When these conditions are compatible and there are fewer independent steps than coordinates, they leave infinitely many symmetric matrices to choose from. The update takes the one that alters $B$ least:

$$U=B+RT+T^TR^T-T^TS^TRT,$$

with $R=Y-BS$ and $T=(S^TS)^{-1}S^T$. Here $T$ is a matrix, called `stepInv S` in Lean, and the superscript denotes transposition.

The finite index types `n` and `m` label coordinates and steps. The hypothesis `IsUnit (Sᵀ * S).det` says that the steps are linearly independent, and `IsSymm` expresses symmetry. `frobSq` is the squared norm, which has the same minimiser as the norm. It weights all matrix entries equally, so the result generally depends on how the coordinates are scaled relative to one another.

`multisecant_least_change` states that $U$ is symmetric, that $US=Y$, and that no symmetric $C$ with $CS=Y$ is closer to $B$. Any such $C$ at equal distance is $U$ itself.

Symmetry of $S^TY$ is assumed. It holds for a single step, where $S^TY$ is a $1\times1$ matrix, and for any number of steps on a quadratic surface with Hessian $A$, where $Y=AS$. With two or more steps on an anharmonic surface, different steps average different Hessians, and $S^TY$ is generally asymmetric. No symmetric $C$ then satisfies all the conditions, because $S^TCS$ would be symmetric.

## Secant conditions and orthogonality

First, $TS=(S^TS)^{-1}S^TS=1$ (`stepInv_mul`). Since $B$ and $S^TY$ are symmetric,

$$R^TS=Y^TS-S^TBS=S^TY-S^TBS=S^TR,$$

which is `residual_symm`. Transposing $U$ exchanges $RT$ and $T^TR^T$, while

$$(T^TS^TRT)^T=T^TR^TST=T^TS^TRT.$$

So $U$ is symmetric. Moreover,

$$US=BS+R+T^TR^TS-T^TS^TR=BS+R=Y.$$

`update_symm_secant` contains both calculations. Its `generalize` replaces `stepInv S` by a letter, leaving only $TS=1$ to work with.

Now let $D$ be symmetric with $DS=0$. Transposition gives $S^TD=0$, hence $TD=0$ and $DT^T=0$. Only one term of $(U-B)D$ survives, and the cyclic trace removes it:

$$\operatorname{tr}[(U-B)D]=\operatorname{tr}(T^TR^TD)=\operatorname{tr}(R^TDT^T)=0.$$

This is `change_orthogonal`. For an admissible $C$, the difference $D=C-U$ is symmetric and $DS=Y-Y=0$. Expanding the square, as `hadd` does entry by entry, gives `frobSq_pythagoras`:

$$\|C-B\|_F^2=\|U-B\|_F^2+\|C-U\|_F^2.$$

The last term is non-negative, which proves minimality. At equal distances it vanishes; being a sum of squares, it then has only zero entries, so $C=U$. `multisecant_least_change` extracts this with `Finset.sum_eq_zero_iff_of_nonneg`, first for rows and then for entries.

## What remains unknown on a quadratic surface

Put $Y=AS$, $E=A-B$ and $P=ST$. Then $R=ES$ and $P^T=P$, so

$$A-U=E-EP-PE+PEP=(1-P)E(1-P).$$

`hessian_error` makes these substitutions and leaves the expansion to `noncomm_ring`. For independent steps, $P$ projects onto their span, so the remaining error lies entirely in the unexplored directions. The theorem itself needs no invertibility hypothesis: for singular $S^TS$, Lean's inverse is zero and both sides equal $A-B$.

If $S$ is square, $TS=1$ implies $ST=1$, and the error vanishes (`hessian_recovered`). On an exactly quadratic surface, as many independent steps as coordinates therefore give the full Hessian.

`multisecant_witness` has two unit steps in three coordinates and $B=1$. There $S^TS=1$ and $T=S^T$, and the entries follow by arithmetic. The third diagonal entry keeps its starting value 1, since no step probed that curvature.

## The update in a geometry optimisation

An optimiser can apply the update to its latest displacement and gradient difference, or to several independent displacements if $S^TY$ is symmetric. It solves a small linear system with $S^TS$ for $T$, forms $R$ and replaces $B$ by $U$. If $S^TY$ is asymmetric, as it generally is for several steps on an anharmonic surface, the formula gives a $U$ that is not symmetric and does not map $S$ to $Y$; one remedy is to keep only the latest step. With the current gradient $g$, the next quasi-Newton step $p$ solves $Up=-g$ when $U$ is invertible, usually with a limit on its length. The update does not force $U$ to be positive definite, so $p$ need not point downhill.
